# Ordered pairs of k-points unchanged by exchange followed by inversion are as many as the k-points

Exchange followed by inversion takes an ordered pair of k-points (k₁, k₂) to (−k₂, −k₁), so the pairs it leaves unchanged are those with k₂ = −k₁, of zero total crystal momentum. The theorem `card_fixed_neg_swap` says that there are as many of these as there are k-points. The k-points form any additive commutative group `G`, not assumed finite; `Nat.card` gives 0 for an infinite type, so for infinite `G` the equation only says 0 = 0. The proof builds a bijection which sends a fixed pair to its first member, and a k-point a back to (a, −a).

The failing Lean file:

```lean
import Mathlib

open Finset

namespace CardFixedNegSwap

variable {G : Type*} [AddCommGroup G]

/-- A pair of signs acts on a pair of k-points: the first sign switches the exchange,
the second switches the inversion. -/
def act (s : ℤˣ × ℤˣ) (p : G × G) : G × G :=
  if s.2 = 1 then (if s.1 = 1 then p else p.swap)
  else -(if s.1 = 1 then p else p.swap)

/-- Multiplying the signs composes the operations on pairs of k-points. -/
theorem act_mul (s t : ℤˣ × ℤˣ) (p : G × G) : act (s * t) p = act s (act t p) := by
  have hne : (-1 : ℤˣ) ≠ 1 := by decide
  obtain ⟨u, v⟩ := s
  obtain ⟨u', v'⟩ := t
  obtain ⟨a, b⟩ := p
  rcases Int.units_eq_one_or u with rfl | rfl <;>
  rcases Int.units_eq_one_or v with rfl | rfl <;>
  rcases Int.units_eq_one_or u' with rfl | rfl <;>
  rcases Int.units_eq_one_or v' with rfl | rfl <;>
  simp [act, hne]

/-- The four sign pairs act as a group on the pairs of k-points. -/
instance pairAction : MulAction (ℤˣ × ℤˣ) (G × G) where
  smul := act
  one_smul p := (by simp [act] : act 1 p = p)
  mul_smul := act_mul

/-- The pairs unchanged by exchange followed by inversion are as many as the k-points. -/
theorem card_fixed_neg_swap : Nat.card {p : G × G // -p.swap = p} = Nat.card G :=
  Nat.card_congr
    { toFun := fun x => x.1.1
      invFun := fun a => ⟨(a, -a), Prod.ext (neg_neg a) rfl⟩
      left_inv := fun x => Subtype.ext (Prod.ext rfl (congrArg Prod.snd x.2))
      right_inv := fun _ => rfl }

end CardFixedNegSwap
```

The compiler's answer:

```
Main.lean:38:72: error: Application type mismatch: The argument
  x.property
has type
  -(↑x).swap = ↑x
but is expected to have type
  ↑((fun a => ⟨(a, -a), ⋯⟩) ((fun x => (↑x).1) x)) = ↑x
in the application
  congrArg Prod.snd x.property
```

Cause. The error is in `left_inv`, which must show that a fixed pair (k₁, k₂) is recovered from its first member, that is, that (k₁, −k₁) is the pair itself. The first components agree by `rfl`, and `congrArg Prod.snd x.2` is meant to give the second.

Lean, however, used the expected equation of second components to settle which pairs `congrArg` should compare, and took the rebuilt pair (k₁, −k₁) for the left side. It then required `x.2` to prove that this whole pair equals `↑x`. But `x.2` is about `-(↑x).swap`, which is (−k₂, −k₁). The two left sides have the same second component, but their first components, k₁ and −k₂, are not equal by definition, hence the mismatch.

In the repair, `have h` has no stated type, so `congrArg` takes its pairs from `x.2` itself. The left side of `h` is then the second component of `-(↑x).swap`, which unfolds to −k₁, and `exact` accepts `h` where only second components are compared.

The change, after which it compiles:

```diff
@@ -36,5 +36,7 @@
     { toFun := fun x => x.1.1
       invFun := fun a => ⟨(a, -a), Prod.ext (neg_neg a) rfl⟩
-      left_inv := fun x => Subtype.ext (Prod.ext rfl (congrArg Prod.snd x.2))
+      left_inv := fun x => by
+        have h := congrArg Prod.snd x.2
+        exact Subtype.ext (Prod.ext rfl h)
       right_inv := fun _ => rfl }
 
```
